# For $a, b, r > 0$, the kinetic part of the Wigner correlation energy $-a/(r+b)$ lies strictly between $0$ and $a/(r+b)$

## Does the Wigner form respect both bounds on its kinetic part?

Let $r$ be the density parameter of a uniform electron gas: the radius, in Bohr radii, of a sphere that holds one electron on average. Small $r$ means high density. Let $e(r)$ be the correlation energy per electron, which is negative, and let its kinetic part be

$$t(r) = -\frac{d}{dr}\bigl(r\,e(r)\bigr).$$

I am working with the Wigner form $e(r) = -a/(r+b)$, where $a$ and $b$ are positive constants. I believe that

$$t(r) = \frac{ab}{(r+b)^2}, \qquad 0 < t(r) < -e(r)$$

for every $r > 0$. I would like to see this derived with no step left out and then checked by machine, with the derivative treated as an actual derivative. I would also like to know whether the bounds leave any room for improvement, and how $t$ is related to the adiabatic connection.

## The upper bound is a statement about the slope of $e$

Both inequalities hold. The lower one can be read off from the closed form of $t$, and the upper one says that $e$ increases with $r$. As bounds on the fraction $t/(-e)$ over all $r > 0$, the numbers $0$ and $1$ can't be improved.

### Where the kinetic part comes from

Multiply the electron-electron repulsion by a coupling strength $l$ and keep the density fixed. At $l = 1$ the electrons interact fully, and at $l = 0$ they don't interact. Coordinate scaling relates the correlation energy at strength $l$ to the fully interacting one at another density. For the uniform gas the relation is

$$e_l(r) = l^2\, e(l r).$$

The derivative of $e_l$ with respect to $l$ at $l = 1$ is the potential part $v$ of the correlation energy. The reason is that the state at strength $l$ minimises the kinetic energy plus $l$ times the repulsion among all states with the given density. Its own change with $l$ therefore doesn't contribute to first order, and only the explicit factor $l$ in front of the repulsion is differentiated. The product and chain rules give

$$v(r) = 2e(r) + r\,e'(r).$$

The rest of $e$ is kinetic:

$$t(r) = e(r) - v(r) = -e(r) - r\,e'(r) = -\frac{d}{dr}\bigl(r\,e(r)\bigr).$$

Physically, $t$ is the kinetic energy of the interacting system minus that of the non-interacting system with the same density. It can't be negative for the true energy, since the non-interacting state has the lowest kinetic energy at that density. A model function $e$ carries no such guarantee and has to be tested. This argument concerns the lower bound only. The upper bound $t < -e$ is examined below as a property of the model, and no proof is given that the true energy obeys it.

### From the product rule to the two inequalities

Start from $t = -e - r e'$. Then $t < -e$ means $-r e' < 0$, that is, $r e' > 0$. For $r > 0$ this is the same as $e'(r) > 0$. The upper bound therefore holds at a given $r$ exactly when the correlation energy is rising there towards zero.

For the Wigner form, the quotient rule gives

$$e'(r) = \frac{0\cdot(r+b) - (-a)\cdot 1}{(r+b)^2} = \frac{a}{(r+b)^2},$$

which is positive, so $t < -e$. Inserting the slope into the formula for $t$ gives

$$t(r) = \frac{a}{r+b} - \frac{a r}{(r+b)^2} = \frac{a(r+b) - a r}{(r+b)^2} = \frac{ab}{(r+b)^2},$$

which is positive because $a$ and $b$ are.

### Every fraction between 0 and 1 occurs

Dividing the closed form by $-e = a/(r+b)$ gives

$$\frac{t(r)}{-e(r)} = \frac{b}{r+b}.$$

Set this equal to a number $c$ with $0 < c < 1$ and solve for $r$:

$$r = \frac{b(1-c)}{c},$$

which is positive. As a check, $r + b = b/c$ at this point, so $t = a c^2/b$ and $-e = a c/b$, and indeed $t = c\,(-e)$.

Suppose now that $t \le k\,(-e)$ held for all $r > 0$ with some $k < 1$. A fraction $c$ between $\max(k, 0)$ and $1$ would contradict it. In the same way, $t \ge k\,(-e)$ with $k > 0$ is contradicted by any $c$ below both $k$ and $1$. The fraction is close to $1$ at high density and close to $0$ at low density.

### The derivative along the coupling strength

At a general coupling strength,

$$\frac{d}{dl}\bigl[l^2 e(l r)\bigr] = 2l\,e(l r) + l^2 r\,e'(l r) = l\,\bigl[2e(s) + s\,e'(s)\bigr]_{s = l r}.$$

Since $t(s) = -e(s) - s\,e'(s)$, the bracket equals $e(s) - t(s)$, and the derivative is $l\,(e - t)$ taken at $l r$. For the Wigner form,

$$l\left[-\frac{a}{l r+b} - \frac{ab}{(l r+b)^2}\right] = -\frac{a\,l\,(l r+2b)}{(l r+b)^2}.$$

This is the integrand of the adiabatic connection for the model.

### The Lean file

```lean
import Mathlib

namespace WignerCorrelation

noncomputable section

/-- The Wigner correlation energy per electron, `-a / (r + b)`, as a function of the
density parameter `r`. -/
def wignerEnergy (a b r : ℝ) : ℝ := -a / (r + b)

/-- The kinetic part `-d(r e)/dr` of a correlation energy per electron `e`. -/
def kineticPart (e : ℝ → ℝ) (r : ℝ) : ℝ := -deriv (fun s => s * e s) r

/-- The scaled correlation energy `l² e(l r)` at coupling strength `l`. -/
def coupledEnergy (e : ℝ → ℝ) (r l : ℝ) : ℝ := l ^ 2 * e (l * r)

/-- The kinetic part of a differentiable correlation energy is `-e - r e'`. -/
theorem kineticPart_eq {e : ℝ → ℝ} {e' r : ℝ} (h : HasDerivAt e e' r) :
    kineticPart e r = -e r - r * e' := by
  have h1 : HasDerivAt (fun s => s * e s) (1 * e r + r * e') r :=
    (hasDerivAt_id' r).fun_mul h
  unfold kineticPart
  rw [h1.deriv]
  ring

/-- At positive `r`, the kinetic part lies below `-e` exactly when the correlation energy
has positive slope in `r`. -/
theorem kineticPart_lt_neg_iff {e : ℝ → ℝ} {e' r : ℝ} (hr : 0 < r)
    (h : HasDerivAt e e' r) : kineticPart e r < -e r ↔ 0 < e' := by
  rw [kineticPart_eq h]
  have h1 : -e r - r * e' < -e r ↔ 0 < r * e' := by
    constructor <;> intro h2 <;> linarith
  rw [h1, mul_pos_iff_of_pos_left hr]

/-- The derivative in the coupling strength `l` of the scaled correlation energy is
`l (e - t)`, with `e` and its kinetic part `t` taken at `l r`. -/
theorem coupledEnergy_hasDerivAt {e : ℝ → ℝ} {r l : ℝ}
    (h : DifferentiableAt ℝ e (l * r)) :
    HasDerivAt (coupledEnergy e r)
      (l * (e (l * r) - kineticPart e (l * r))) l := by
  have h1 : HasDerivAt (fun s : ℝ => s * r) r l := by
    simpa using (hasDerivAt_id' l).mul_const r
  -- chain rule for the scaled density parameter
  have h2 : HasDerivAt (fun s : ℝ => e (s * r)) (deriv e (l * r) * r) l :=
    h.hasDerivAt.comp l h1
  have h3 : HasDerivAt (fun s : ℝ => s ^ 2) (2 * l) l := by
    simpa using hasDerivAt_pow 2 l
  exact (h3.fun_mul h2).congr_deriv (by rw [kineticPart_eq h.hasDerivAt]; ring)

/-- The slope of the Wigner correlation energy is `a / (r + b)²`. -/
theorem wignerEnergy_hasDerivAt (a : ℝ) {b r : ℝ} (h : r + b ≠ 0) :
    HasDerivAt (wignerEnergy a b) (a / (r + b) ^ 2) r := by
  have h1 : HasDerivAt (fun s : ℝ => s + b) 1 r := (hasDerivAt_id' r).add_const b
  have h2 : HasDerivAt (fun s : ℝ => -a / (s + b))
      ((0 * (r + b) - (-a) * 1) / (r + b) ^ 2) r :=
    (hasDerivAt_const r (-a)).fun_div h1 h
  exact h2.congr_deriv (by ring)

/-- The kinetic part of the Wigner correlation energy equals `a b / (r + b)²`; it is
positive and smaller than the magnitude `-e` of the correlation energy. -/
theorem wigner_exact_conditions {a b r : ℝ} (ha : 0 < a) (hb : 0 < b) (hr : 0 < r) :
    kineticPart (wignerEnergy a b) r = a * b / (r + b) ^ 2 ∧
      0 < kineticPart (wignerEnergy a b) r ∧
      kineticPart (wignerEnergy a b) r < -wignerEnergy a b r := by
  have h : r + b ≠ 0 := by positivity
  have hd := wignerEnergy_hasDerivAt a h
  have ht : kineticPart (wignerEnergy a b) r = a * b / (r + b) ^ 2 := by
    rw [kineticPart_eq hd]
    unfold wignerEnergy
    field_simp
    ring
  refine ⟨ht, ?_, ?_⟩
  · rw [ht]
    positivity
  · -- the upper bound is the positivity of the slope
    exact (kineticPart_lt_neg_iff hr hd).2 (by positivity)

/-- For every fraction `c` strictly between 0 and 1 there is a positive `r` at which the
kinetic part of the Wigner correlation energy is `c` times the magnitude `-e`. -/
theorem wigner_fraction_attained {a b c : ℝ} (ha : 0 < a) (hb : 0 < b)
    (hc : 0 < c) (hc1 : c < 1) :
    ∃ r : ℝ, 0 < r ∧
      kineticPart (wignerEnergy a b) r = c * (-wignerEnergy a b r) := by
  have h1 : 0 < 1 - c := by linarith
  have hr : 0 < b * (1 - c) / c := by positivity
  refine ⟨b * (1 - c) / c, hr, ?_⟩
  -- at this density parameter the denominator r + b is b / c
  have hs : b * (1 - c) / c + b = b / c := by
    field_simp
    ring
  rw [(wigner_exact_conditions ha hb hr).1]
  unfold wignerEnergy
  rw [hs]
  field_simp

/-- For the Wigner correlation energy, the derivative of the scaled energy in the coupling
strength `l` is `-a l (l r + 2 b) / (l r + b)²`. -/
theorem wigner_coupling_integrand {a b r l : ℝ} (ha : 0 < a) (hb : 0 < b)
    (hr : 0 < r) (hl : 0 < l) :
    HasDerivAt (coupledEnergy (wignerEnergy a b) r)
      (-(a * l * (l * r + 2 * b)) / (l * r + b) ^ 2) l := by
  have hlr : 0 < l * r := mul_pos hl hr
  have h : l * r + b ≠ 0 := by positivity
  refine (coupledEnergy_hasDerivAt
    (wignerEnergy_hasDerivAt a h).differentiableAt).congr_deriv ?_
  rw [(wigner_exact_conditions ha hb hlr).1]
  unfold wignerEnergy
  field_simp
  ring

end

end WignerCorrelation
```

```lean
#print axioms WignerCorrelation.wigner_fraction_attained
#print axioms WignerCorrelation.wigner_coupling_integrand
```

```
'WignerCorrelation.wigner_fraction_attained' depends on axioms: [propext, Classical.choice, Quot.sound]
'WignerCorrelation.wigner_coupling_integrand' depends on axioms: [propext, Classical.choice, Quot.sound]
```

### What the definitions and theorems say

All quantities are real numbers, with energies and lengths in fixed units. There are three definitions.

- `wignerEnergy a b r` is $-a/(r+b)$. The constant $a$ sets the strength of the low-density tail, where $e \approx -a/r$. The constant $b$ sets the value of $r$ around which the curve flattens towards its high-density limit $-a/b$.
- `kineticPart e r` is $-d(re)/dr$ for any function `e` from reals to reals. It is written with Mathlib's `deriv`, so the closed form for the Wigner case is a theorem and not a definition. `deriv` returns zero where a function has no derivative, but each theorem here either assumes differentiability or proves it.
- `coupledEnergy e r l` is $l^2 e(l r)$. The scaling relation enters through this definition.

A statement `HasDerivAt f f' x` says that $f$ is differentiable at $x$ with derivative $f'$. In the general theorems, `e'` is accordingly a number, the slope at the point in question.

The central theorem is `wigner_exact_conditions`. For positive $a$, $b$ and $r$ it states three things together: the closed form of $t$, the inequality $0 < t$, and the inequality $t < -e$. The words "exact conditions" in its name are only a label: the theorem is about the Wigner form and doesn't show that the true correlation energy obeys either inequality. The theorem `kineticPart_lt_neg_iff` is more general. It covers any `e` that is differentiable at a positive $r$, and says that $t < -e$ there if and only if the slope is positive.

`wigner_fraction_attained` states that for each $c$ strictly between 0 and 1 there is a positive $r$ with $t = c\,(-e)$. `coupledEnergy_hasDerivAt` gives the derivative in $l$ for any `e` differentiable at $l r$, with no condition on the signs of $l$ and $r$. `wigner_coupling_integrand` makes it explicit for the Wigner energy at positive $l$ and $r$.

The many-electron problem itself does not appear in the file. The scaling relation and the identification of $-d(re)/dr$ with a kinetic energy are physical input, and the two inequalities are checked for a given function, not derived from a Hamiltonian. The model has one variable, so it describes a uniform gas at fixed spin polarisation and contains no density gradients. The Wigner form is also only an interpolation: it stays finite as $r \to 0$, whereas the correlation energy per electron of the real uniform gas diverges logarithmically in that limit.

For a proposed correlation energy per electron that depends on the density parameter alone, the slope criterion gives a quick way to see whether $t < -e$ holds. It doesn't test the lower bound $t > 0$, which has to be checked separately.

### What fails without positivity

Take $a = 1$, $b = 0$ and $r = 1$. Then $e(r) = -1/r$, so $r\,e(r) = -1$ is constant and $t = 0$. The strict lower bound fails, although $-e = 1$ is still positive.

The condition $r > 0$ matters for the other bound. With $a = b = 1$ and $r = 0$, both $t$ and $-e$ equal $1$, so $t < -e$ fails.

If $a$ is negative, both inequalities can fail at once: $a = -1$ and $b = r = 1$ give $t = -1/4$ and $-e = -1/2$.

### How the Lean proofs follow the calculation

**The product rule.** `kineticPart_eq` proves $t = -e - r e'$. The rule `fun_mul` combines the derivative of the identity function with the assumed derivative of `e`, which gives $1\cdot e(r) + r e'$ for the derivative of $s\,e(s)$ at $s = r$. The proof then replaces `deriv` by this value, and `ring` tidies the signs.

**The slope criterion.** `kineticPart_lt_neg_iff` rewrites $t$ with the previous result. `linarith` shows in both directions that $-e - r e' < -e$ is equivalent to $0 < r e'$. The lemma `mul_pos_iff_of_pos_left` then removes the positive factor $r$.

**The coupling derivative.** `coupledEnergy_hasDerivAt` assembles the derivative from three facts. `h1` says that $s r$ has derivative $r$ in $s$. `h2` is the chain rule for $e(s r)$, and `h3` is the derivative of $s^2$. The product rule joins `h3` and `h2`. The call to `congr_deriv` exchanges the resulting expression for $l\,(e - t)$, once `kineticPart_eq` has expressed $t$ through the slope at $l r$.

**The Wigner slope.** `wignerEnergy_hasDerivAt` applies the quotient rule to the constant $-a$ and the function $s + b$. It needs only $r + b \neq 0$. The intermediate expression in `h2` is the unsimplified quotient from the calculation above, and `ring` reduces it to $a/(r+b)^2$.

**The closed form and the bounds.** In `wigner_exact_conditions`, `positivity` first shows that the denominator is nonzero. The closed form `ht` comes from inserting the Wigner slope into `kineticPart_eq`; `field_simp` clears the denominators and `ring` confirms the remaining polynomial identity. The lower bound follows by rewriting with `ht` and applying `positivity` to $ab/(r+b)^2$. The upper bound does not use the closed form. It applies the slope criterion from right to left, with `positivity` supplying $a/(r+b)^2 > 0$.

**The attained fractions.** `wigner_fraction_attained` supplies $r = b(1-c)/c$ as the witness. Its positivity uses both $c > 0$ and $1 - c > 0$. The step `hs` is the identity $r + b = b/c$. After it has been substituted into the closed form and into the energy, `field_simp` finishes the comparison of $t$ with $c\,(-e)$.

**The explicit integrand.** `wigner_coupling_integrand` applies the general coupling derivative to the Wigner energy. Positivity of $l$ and $r$ makes $l r$ positive, so the closed form of $t$ is available at that point. `field_simp` and `ring` then combine the two fractions into $-a\,l\,(l r+2b)/(l r+b)^2$. The file stops at this derivative; integrating it from $l = 0$ to $l = 1$ recovers $e(r)$, because $l^2 e(l r)$ vanishes at $l = 0$.
